# The two exceptional points of H(t) = [[0, tv], [tv, 1+td]] for real d and real v ≠ 0

Q: Before I sum a perturbation series for a two-level energy at full strength, I compute one number from the matrix elements and check whether it is below 1. With the lower unperturbed level at 0, the upper one at 1, and a perturbation of strength t, my matrix is

H(t) = [[0, tv], [tv, 1+td]],

where v is the coupling and d the shift of the upper level relative to the lower. The number is √(d²+4v²). I'm told that a formal proof stands behind this. What does it prove?

A: For v ≠ 0, it locates the complex t at which the two eigenvalues merge, and shows that their distance from t = 0 is 1/√(d²+4v²). The energies are

E±(t) = ½ [1 + td ± √((1+td)² + 4t²v²)],

and the square root has its branch points where the eigenvalues merge. That their distance from the origin is the radius of convergence of the series in t is standard complex analysis, which I take as known and which the file does not treat.

```lean
import Mathlib

open Matrix

namespace TwoLevelExceptionalPoint
```

Q: Then start with the matrix. Mine is Hermitian. Is theirs?

A: Only for real t. In `twoLevel` the parameters `d` and `v` are real and `t` is complex, so the matrix is complex symmetric in general. The definition fixes your conventions: the first diagonal element is the zero of energy, the unperturbed gap is the unit, and t multiplies both the shift and the coupling. The "level spacing" in the comment below is the difference of the diagonal elements, not of the eigenvalues.

```lean
/-- The two-level Hamiltonian with level spacing `1 + t d` and coupling `t v`, at complex
perturbation strength `t`. -/
def twoLevel (d v : ℝ) (t : ℂ) : Matrix (Fin 2) (Fin 2) ℂ :=
  !![0, t * v; t * v, 1 + t * d]
```

Q: And "repeated eigenvalue"? A code would return two numbers and I would compare them. I don't want a definition that quietly assumes a double eigenvector.

A: It assumes nothing about eigenvectors. `IsRepeated A E` says that the secular determinant det(z − A) equals (z − E)² for every complex z. For a 2×2 matrix this is algebraic multiplicity two: in exact arithmetic, both numbers your code returns would be E. How many eigenvectors belong to E is a separate question, answered later.

```lean
/-- `E` is a repeated eigenvalue of a two-level matrix: the secular determinant is
`(z - E)²`. -/
def IsRepeated (A : Matrix (Fin 2) (Fin 2) ℂ) (E : ℂ) : Prop :=
  ∀ z : ℂ, (z • (1 : Matrix (Fin 2) (Fin 2) ℂ) - A).det = (z - E) ^ 2
```

Q: Show me the condition on t, then.

A: Expand the determinant first:

det(z − H) = z(z − 1 − td) − (tv)² = z² − (1+td)z − (tv)².

In Lean, `Matrix.det_fin_two` supplies the 2×2 formula and `ring` tidies the result.

```lean
/-- The secular determinant of the two-level Hamiltonian. -/
theorem secular_det (d v : ℝ) (t z : ℂ) :
    (z • (1 : Matrix (Fin 2) (Fin 2) ℂ) - twoLevel d v t).det
      = z ^ 2 - (1 + t * d) * z - (t * v) ^ 2 := by
  rw [Matrix.det_fin_two]
  simp [twoLevel]
  ring
```

A: Now compare with (z − E)² = z² − 2Ez + E². The coefficients agree exactly when

2E = 1 + td and E² = −(tv)².

The Lean proof gets these from two values of z. At z = 0 the identity reads −(tv)² = E², and subtracting it from the identity at z = 1 leaves 2E = 1 + td. Conversely, the two equations give the identity for every z. The tactic `linear_combination` is used throughout: it is told which multiples of known equations to add, and checks that the sum gives the goal.

```lean
/-- `E` is a repeated eigenvalue exactly when `2E` is the trace and `E²` the determinant of
the Hamiltonian. -/
theorem isRepeated_iff (d v : ℝ) (t E : ℂ) :
    IsRepeated (twoLevel d v t) E ↔ 2 * E = 1 + t * d ∧ E ^ 2 = -(t * v) ^ 2 := by
  constructor
  · intro h
    -- compare the two polynomials at z = 0 and z = 1
    have h0 := h 0
    have h1 := h 1
    rw [secular_det] at h0 h1
    exact ⟨by linear_combination h1 - h0, by linear_combination -h0⟩
  · rintro ⟨a, b⟩ z
    rw [secular_det]
    linear_combination z * a - b
```

Q: Eliminating E gives me a discriminant. Where does v ≠ 0 come in?

A: Squaring the first equation and inserting the second gives

(1+td)² + 4(tv)² = 0,

which factors over the complex numbers:

(1 + td + 2itv)(1 + td − 2itv) = 0.

The first factor vanishes when t(d+2iv) = −1, the second when t(d−2iv) = −1. To divide, you need d ± 2iv ≠ 0, and this holds because the imaginary part is ±2v. So

t = −1/(d+2iv) or t = −1/(d−2iv).

For the converse, take either value of t and set E = (1+td)/2. The first equation holds by construction, and the vanishing factor gives E² = (1+td)²/4 = −(tv)².

The Lean proof follows this route. The facts `hp` and `hm` say that the denominators are nonzero, `eq_div_iff` clears the fractions, and `mul_eq_zero` splits the product into the two cases.

```lean
/-- For nonzero `v`, a repeated eigenvalue occurs exactly at two complex perturbation
strengths. -/
theorem exists_repeated_iff (d v : ℝ) (hv : v ≠ 0) (t : ℂ) :
    (∃ E, IsRepeated (twoLevel d v t) E) ↔
      t = -1 / (d + 2 * Complex.I * v) ∨ t = -1 / (d - 2 * Complex.I * v) := by
  have hp : (d : ℂ) + 2 * Complex.I * v ≠ 0 := by
    intro h
    have h' := congrArg Complex.im h
    simp [hv] at h'
  have hm : (d : ℂ) - 2 * Complex.I * v ≠ 0 := by
    intro h
    have h' := congrArg Complex.im h
    simp [hv] at h'
  rw [eq_div_iff hp, eq_div_iff hm]
  constructor
  · rintro ⟨E, hE⟩
    obtain ⟨a, b⟩ := (isRepeated_iff d v t E).1 hE
    -- the discriminant factors over the complex numbers
    have h : (1 + t * d + 2 * Complex.I * t * v) * (1 + t * d - 2 * Complex.I * t * v) = 0 := by
      linear_combination 4 * b - (2 * E + (1 + t * d)) * a - 4 * (t * v) ^ 2 * Complex.I_sq
    rcases mul_eq_zero.1 h with h | h
    · left
      linear_combination h
    · right
      linear_combination h
  · rintro (h | h)
    · refine ⟨(1 + t * d) / 2, (isRepeated_iff d v t _).2 ⟨by ring, ?_⟩⟩
      linear_combination (1 + t * d - 2 * Complex.I * t * v) / 4 * h
        + (t * v) ^ 2 * Complex.I_sq
    · refine ⟨(1 + t * d) / 2, (isRepeated_iff d v t _).2 ⟨by ring, ?_⟩⟩
      linear_combination (1 + t * d + 2 * Complex.I * t * v) / 4 * h
        + (t * v) ^ 2 * Complex.I_sq
```

Q: The distance from the origin is what I actually use. Is it the same for both points?

A: Yes, they are complex conjugates. Since |−1| = 1, only the modulus of the denominator matters:

|d ± 2iv|² = d² + 4v².

The lemma `norm_denominator` proves this for the plus sign with a general real `w`, and the main proof applies it with w = v and with w = −v.

```lean
/-- The modulus of `d + 2iw` for real `d` and `w`. -/
theorem norm_denominator (d w : ℝ) :
    ‖(d : ℂ) + 2 * Complex.I * w‖ = √(d ^ 2 + 4 * w ^ 2) := by
  have h : ‖(d : ℂ) + 2 * Complex.I * w‖ ^ 2 = d ^ 2 + 4 * w ^ 2 := by
    rw [Complex.sq_norm, Complex.normSq_apply]
    simp
    ring
  rw [← h, Real.sqrt_sq (norm_nonneg _)]
```

Q: So far this could be an ordinary degeneracy, with two independent eigenvectors at the same energy. What makes it an exceptional point?

A: The second eigenvector is missing. To see this, first check that tv ≠ 0 at a repeated eigenvalue. If t were 0, the two equations would read 2E = 1 and E² = 0, which contradict each other. As v ≠ 0 as well, the product is nonzero.

```lean
/-- At a repeated eigenvalue the coupling `t v` does not vanish, if `v` is nonzero. -/
theorem coupling_ne_zero {d v : ℝ} (hv : v ≠ 0) {t E : ℂ}
    (hE : IsRepeated (twoLevel d v t) E) : t * (v : ℂ) ≠ 0 := by
  obtain ⟨a, b⟩ := (isRepeated_iff d v t E).1 hE
  refine mul_ne_zero ?_ (Complex.ofReal_ne_zero.2 hv)
  rintro rfl
  have h : (1 : ℂ) = 0 := by linear_combination 4 * b - (2 * E + 1) * a
  exact one_ne_zero h
```

A: Next, number the components of a vector x as x₀ and x₁, as Lean does. The first row of Hx = Ex reads

tv x₁ = E x₀.

In `first_row` this is component 0 of the matrix equation, with the matrix–vector product written out.

```lean
/-- The first row of the eigenvalue equation of the two-level Hamiltonian. -/
theorem first_row {d v : ℝ} {t E : ℂ} {x : Fin 2 → ℂ}
    (hx : twoLevel d v t *ᵥ x = E • x) : t * v * x 1 = E * x 0 := by
  have h := congrFun hx 0
  simpa [twoLevel, Matrix.mulVec, dotProduct, Fin.sum_univ_two] using h
```

A: Since tv ≠ 0, the row fixes x₁ once x₀ is chosen:

x = (x₀/(tv)) · (tv, E).

Every solution is therefore a multiple of (tv, E). This vector does solve the equation: its first row gives tv·E on both sides, and its second gives

(tv)² + (1+td)E = −E² + 2E² = E².

It is not the zero vector, so the eigenspace has dimension exactly one. With unit norm, the eigenvector is (1, −i)/√2 at t = −1/(d+2iv) and (1, i)/√2 at t = −1/(d−2iv), up to a phase.

Q: And the final theorem says all of that?

A: Read in words, `exceptional_point` says the following. Let d and v be real with v ≠ 0, and let t be complex. Some E is a repeated eigenvalue of H(t) if and only if t is one of the two values above. Moreover, whenever E is a repeated eigenvalue, |t| = 1/√(d²+4v²) and the eigenspace of E has dimension one. The matrix becomes a linear map through `Matrix.toLin'`, `Module.End.eigenspace` is the set of solutions of Hx = Ex, and `Module.finrank ℂ` is its complex dimension.

In the proof, `hw` is the check that (tv, E) is an eigenvector, `hw0` says that it is nonzero, and `hspan` shows that its multiples are the whole eigenspace.

```lean
/-- Exceptional points of the two-level model for nonzero `v`: a repeated eigenvalue occurs exactly
at `t = -1/(d ± 2iv)`, and there `|t| = 1/√(d² + 4v²)` and the eigenspace is one-dimensional. -/
theorem exceptional_point (d v : ℝ) (hv : v ≠ 0) (t : ℂ) :
    ((∃ E, IsRepeated (twoLevel d v t) E) ↔
      t = -1 / (d + 2 * Complex.I * v) ∨ t = -1 / (d - 2 * Complex.I * v)) ∧
    ∀ E, IsRepeated (twoLevel d v t) E →
      ‖t‖ = 1 / √(d ^ 2 + 4 * v ^ 2) ∧
      Module.finrank ℂ (Module.End.eigenspace (Matrix.toLin' (twoLevel d v t)) E) = 1 := by
  refine ⟨exists_repeated_iff d v hv t, fun E hE => ⟨?_, ?_⟩⟩
  · rcases (exists_repeated_iff d v hv t).1 ⟨E, hE⟩ with h | h
    · rw [h, norm_div, norm_neg, norm_one, norm_denominator]
    · have hc : (d : ℂ) - 2 * Complex.I * v = d + 2 * Complex.I * ((-v : ℝ) : ℂ) := by
        push_cast
        ring
      rw [h, norm_div, norm_neg, norm_one, hc, norm_denominator, neg_sq]
  · have hc := coupling_ne_zero hv hE
    obtain ⟨a, b⟩ := (isRepeated_iff d v t E).1 hE
    -- the vector (tv, E) is an eigenvector
    have hw : twoLevel d v t *ᵥ ![t * v, E] = E • ![t * v, E] := by
      ext i
      fin_cases i
      · simp [twoLevel, Matrix.mulVec, dotProduct, Fin.sum_univ_two]
        ring
      · simp [twoLevel, Matrix.mulVec, dotProduct, Fin.sum_univ_two]
        linear_combination b - E * a
    have hw0 : (![t * v, E] : Fin 2 → ℂ) ≠ 0 := fun h => hc (by simpa using congrFun h 0)
    -- and it spans the eigenspace
    have hspan : Module.End.eigenspace (Matrix.toLin' (twoLevel d v t)) E
        = Submodule.span ℂ {![t * v, E]} := by
      ext x
      rw [Module.End.mem_eigenspace_iff, Submodule.mem_span_singleton, Matrix.toLin'_apply]
      constructor
      · intro hx
        have h := first_row hx
        refine ⟨x 0 / (t * v), ?_⟩
        ext i
        fin_cases i
        · change x 0 / (t * v) * (t * v) = x 0
          exact div_mul_cancel₀ _ hc
        · change x 0 / (t * v) * E = x 1
          rw [div_mul_eq_mul_div, div_eq_iff hc]
          linear_combination -h
      · rintro ⟨c, rfl⟩
        rw [Matrix.mulVec_smul, hw, smul_comm]
    rw [hspan, finrank_span_singleton hw0]
```

Q: Suppose I set v = 0. Does the picture fail, or only the proof?

A: The picture. The matrix is then diagonal, with levels 0 and 1+td. If d ≠ 0 they cross at the real value t = −1/d, where H is the zero matrix and every vector is an eigenvector. That is an ordinary crossing with a two-dimensional eigenspace. The hypothesis `hv` states that the perturbation couples the two states; a symmetry that forbids the coupling would make v zero.

Q: For complex symmetric matrices I normalise eigenvectors with the product that has no complex conjugation, xᵀx = 1. What happens to that here?

A: It fails at the exceptional point. Square the first row and use E² = −(tv)²:

(tv)² x₁² = E² x₀² = −(tv)² x₀².

Hence (tv)²(x₀² + x₁²) = 0, and since tv ≠ 0,

x₀² + x₁² = 0.

The unit vectors above show it directly: 1 + (±i)² = 0. In Lean, `x ⬝ᵥ x` is this product without conjugation, and the proof of `self_orthogonal` multiplies it by (tv)² and then cancels the nonzero factor.

```lean
/-- At an exceptional point every eigenvector is self-orthogonal in the product without
complex conjugation. -/
theorem self_orthogonal {d v : ℝ} (hv : v ≠ 0) {t E : ℂ}
    (hE : IsRepeated (twoLevel d v t) E) {x : Fin 2 → ℂ}
    (hx : twoLevel d v t *ᵥ x = E • x) : x ⬝ᵥ x = 0 := by
  have hc := coupling_ne_zero hv hE
  have b := ((isRepeated_iff d v t E).1 hE).2
  have h := first_row hx
  have hq : (t * v) ^ 2 * (x ⬝ᵥ x) = 0 := by
    simp only [dotProduct, Fin.sum_univ_two]
    linear_combination (t * v * x 1 + E * x 0) * h + x 0 ^ 2 * b
  exact (mul_eq_zero.1 hq).resolve_left (pow_ne_zero 2 hc)
```

Q: My physical t is real. Do I ever meet one of these points?

A: Not in this model with v ≠ 0. For real t the condition

(1+td)² + 4(tv)² = 0

is a sum of two real squares, so both must vanish. That gives tv = 0, which was excluded at a repeated eigenvalue. The levels avoid each other for every real t, although the series in t still feels the points off the real axis. In the proof, `exact_mod_cast` carries the complex equation over to the real numbers, and `nlinarith` draws the conclusion from the two squares.

```lean
/-- Avoided crossing: for real perturbation strength and nonzero `v` there is no repeated
eigenvalue. -/
theorem avoided_crossing (d v : ℝ) (hv : v ≠ 0) (t : ℝ) :
    ¬ ∃ E, IsRepeated (twoLevel d v (t : ℂ)) E := by
  rintro ⟨E, hE⟩
  have hc := coupling_ne_zero hv hE
  obtain ⟨a, b⟩ := (isRepeated_iff d v t E).1 hE
  have h : (1 + (t : ℂ) * d) ^ 2 + 4 * ((t : ℂ) * v) ^ 2 = 0 := by
    linear_combination 4 * b - (2 * E + (1 + (t : ℂ) * d)) * a
  have hr : (1 + t * d) ^ 2 + 4 * (t * v) ^ 2 = 0 := by exact_mod_cast h
  -- a vanishing sum of real squares forces the coupling to vanish
  have hs : (t * v) ^ 2 = 0 := by
    nlinarith [sq_nonneg (1 + t * d), sq_nonneg (t * v)]
  have hz : t * v = 0 := pow_eq_zero_iff (two_ne_zero) |>.1 hs
  exact hc (by exact_mod_cast hz)

end TwoLevelExceptionalPoint
```

```lean
#print axioms TwoLevelExceptionalPoint.exceptional_point
-- 'TwoLevelExceptionalPoint.exceptional_point' depends on axioms: [propext, Classical.choice, Quot.sound]
#print axioms TwoLevelExceptionalPoint.self_orthogonal
-- 'TwoLevelExceptionalPoint.self_orthogonal' depends on axioms: [propext, Classical.choice, Quot.sound]
#print axioms TwoLevelExceptionalPoint.avoided_crossing
-- 'TwoLevelExceptionalPoint.avoided_crossing' depends on axioms: [propext, Classical.choice, Quot.sound]
```

Q: My program doesn't hold d and v. It holds an unperturbed gap Δ and perturbation matrix elements W₀₀, W₁₁ and W₀₁. How do I get from one to the other?

A: Measure energies from the first diagonal element, including its shift tW₀₀, and divide by Δ, which must be nonzero:

d = (W₁₁ − W₀₀)/Δ, v = W₀₁/Δ.

Removing tW₀₀ takes only a linear term out of the energies, so the merging points stay where they are. If W₀₁ is complex, use |W₀₁| in its place, because the secular determinant of a Hermitian perturbation contains only |W₀₁|². In Python the radius is then `r = 1 / np.hypot(d, 2 * v)`. For v ≠ 0, the series at t = 1 converges if r > 1 and diverges if r < 1. For v = 0 the energies are linear in t, so the series ends after the linear term and the test does not apply.

Take d = −0.9 and v = 0.6. Then √(d²+4v²) = √(0.81 + 1.44) = 1.5 and r = 2/3, so the series diverges at t = 1. The responsible points are t = 0.4 ± 0.533i, to three decimals. Diagonalising the 2×2 matrix at t = 1 is still unproblematic, because the two real levels are well separated there.

Q: And for a real molecule?

A: There the number is a diagnostic. When a low-lying state mixes strongly with the reference state, a two-state model of the pair can indicate whether that mixing threatens a perturbation series in electronic structure, but it sees only those two states and a perturbation linear in t. The full Hamiltonian can have merging points closer to the origin that involve other states, and the theorems say nothing about those.
